# Above critical coupling, the mean-field Ising iteration converges linearly from positive starts

Below its critical temperature, a mean-field Ising ferromagnet in zero external field can hold a magnetization $p>0$, counted per spin in units of its saturation value, that sustains itself through the field it creates, $p=\tanh(bp)$, where $b=T_c/T$ is the coupling in units of its critical value. If a trial magnetization is repeatedly replaced by the one its own field produces, does the sequence reach $p$, and how fast does the error shrink?

```lean
import Mathlib

open Filter Topology

namespace IsingMeanField

/-- `p` is a spontaneous magnetization at reduced coupling `b`: a positive solution of the
mean-field equation `p = tanh (b p)`. -/
def IsSpontaneous (b p : ℝ) : Prop := 0 < p ∧ p = Real.tanh (b * p)

/-- The self-consistent iteration `m (n+1) = tanh (b m n)` started from `m₀`. -/
noncomputable def iterate (b m₀ : ℝ) : ℕ → ℝ
  | 0 => m₀
  | n + 1 => Real.tanh (b * iterate b m₀ n)

/-- The response of the magnetization `tanh x` of a single spin to its field `x` is
`1 - tanh² x`. -/
theorem hasDerivAt_tanh (x : ℝ) : HasDerivAt Real.tanh (1 - Real.tanh x ^ 2) x := by
  have hc := (Real.cosh_pos x).ne'
  have h := (Real.hasDerivAt_sinh x).fun_div (Real.hasDerivAt_cosh x) hc
  have e : Real.tanh = fun y => Real.sinh y / Real.cosh y :=
    funext Real.tanh_eq_sinh_div_cosh
  rw [Real.tanh_eq_sinh_div_cosh, e]
  refine h.congr_deriv ?_
  field_simp

/-- The magnetization of a single spin in a finite field is below saturation. -/
theorem tanh_sq_lt_one (x : ℝ) : Real.tanh x ^ 2 < 1 := by
  have hc := Real.cosh_pos x
  rw [Real.tanh_eq_sinh_div_cosh, div_pow, div_lt_one (by positivity)]
  linarith [Real.cosh_sq x]

/-- The magnetization of a single spin strictly increases with the field. -/
theorem tanh_strictMono : StrictMono Real.tanh := by
  apply strictMono_of_deriv_pos
  intro x
  rw [(hasDerivAt_tanh x).deriv]
  linarith [tanh_sq_lt_one x]

/-- In a positive field `x`, the differential response times the field is smaller than the
magnetization itself. -/
theorem response_lt {x : ℝ} (hx : 0 < x) : x * (1 - Real.tanh x ^ 2) < Real.tanh x := by
  have hs : x < Real.sinh x := Real.self_lt_sinh_iff.2 hx
  have hc := Real.one_le_cosh x
  have hc0 := Real.cosh_pos x
  have hsq := Real.cosh_sq x
  have h1 : 1 - (Real.sinh x / Real.cosh x) ^ 2 = 1 / Real.cosh x ^ 2 := by
    field_simp
    linarith
  rw [Real.tanh_eq_sinh_div_cosh, h1, mul_one_div,
    div_lt_div_iff₀ (pow_pos hc0 2) hc0]
  -- now `x cosh x < sinh x cosh² x`
  have h2 := mul_lt_mul_of_pos_right hs hc0
  have h3 := mul_le_mul_of_nonneg_left hc (mul_pos (hx.trans hs) hc0).le
  nlinarith [h2, h3]

/-- The magnetization per unit field, `tanh x / x`, strictly decreases for positive fields. -/
theorem tanh_div_strictAntiOn :
    StrictAntiOn (fun x : ℝ => Real.tanh x / x) (Set.Ioi 0) := by
  have hd : ∀ x : ℝ, 0 < x → HasDerivAt (fun x : ℝ => Real.tanh x / x)
      (((1 - Real.tanh x ^ 2) * x - Real.tanh x * 1) / x ^ 2) x := fun x hx =>
    (hasDerivAt_tanh x).fun_div (hasDerivAt_id' x) hx.ne'
  apply strictAntiOn_of_deriv_neg (convex_Ioi 0)
  · intro x hx
    exact (hd x hx).continuousAt.continuousWithinAt
  · intro x hx
    rw [interior_Ioi] at hx
    have hx0 : 0 < x := hx
    rw [(hd x hx0).deriv]
    exact div_neg_of_neg_of_pos (by linarith [response_lt hx0]) (pow_pos hx0 2)

/-- A spontaneous magnetization exists exactly when the reduced coupling exceeds one. -/
theorem exists_spontaneous_iff (b : ℝ) : (∃ p, IsSpontaneous b p) ↔ 1 < b := by
  constructor
  · rintro ⟨p, hp, hfix⟩
    have hbp : 0 < b * p := by
      apply tanh_strictMono.lt_iff_lt.1
      rw [Real.tanh_zero, ← hfix]
      exact hp
    -- `x - tanh x` increases from zero, so `tanh x < x`
    have hd : ∀ x : ℝ, HasDerivAt (fun x : ℝ => x - Real.tanh x)
        (1 - (1 - Real.tanh x ^ 2)) x := fun x =>
      (hasDerivAt_id' x).fun_sub (hasDerivAt_tanh x)
    have hmono : StrictMonoOn (fun x : ℝ => x - Real.tanh x) (Set.Ici 0) := by
      apply strictMonoOn_of_deriv_pos (convex_Ici 0)
      · intro x _
        exact (hd x).continuousAt.continuousWithinAt
      · intro x hx
        rw [interior_Ici] at hx
        have ht := tanh_strictMono (Set.mem_Ioi.1 hx)
        rw [Real.tanh_zero] at ht
        rw [(hd x).deriv]
        linarith [pow_pos ht 2]
    have h := hmono (Set.mem_Ici.2 le_rfl) (Set.mem_Ici.2 hbp.le) hbp
    simp only [Real.tanh_zero, sub_zero] at h
    rw [← hfix] at h
    nlinarith
  · intro hb
    have hb0 : 0 < b := by linarith
    -- the field `x` with `cosh x = b` gives a trial value below its own update
    obtain ⟨x, hx, hcosh⟩ : ∃ x : ℝ, 0 < x ∧ Real.cosh x = b := by
      refine ⟨Real.arsinh (Real.sqrt (b ^ 2 - 1)), ?_, ?_⟩
      · exact Real.arsinh_pos_iff.2 (Real.sqrt_pos.2 (by nlinarith))
      · rw [Real.cosh_arsinh, Real.sq_sqrt (by nlinarith),
          show 1 + (b ^ 2 - 1) = b ^ 2 by ring, Real.sqrt_sq hb0.le]
    have hlow : x / b < Real.tanh x := by
      rw [Real.tanh_eq_sinh_div_cosh, hcosh]
      exact div_lt_div_of_pos_right (Real.self_lt_sinh_iff.2 hx) hb0
    have hone : ∀ y : ℝ, Real.tanh y < 1 := fun y => by nlinarith [tanh_sq_lt_one y]
    have hcont : Continuous Real.tanh :=
      continuous_iff_continuousAt.2 fun y => (hasDerivAt_tanh y).continuousAt
    have hf : Continuous (fun m : ℝ => Real.tanh (b * m) - m) :=
      (hcont.comp (continuous_const.mul continuous_id)).sub continuous_id
    have hxb : b * (x / b) = x := by field_simp
    obtain ⟨p, hp, hz⟩ := intermediate_value_Icc' (hlow.trans (hone x)).le hf.continuousOn
      (show (0 : ℝ) ∈ Set.Icc (Real.tanh (b * 1) - 1) (Real.tanh (b * (x / b)) - x / b) from
        ⟨by linarith [hone (b * 1)], by rw [hxb]; linarith⟩)
    have hz' : Real.tanh (b * p) - p = 0 := hz
    exact ⟨p, lt_of_lt_of_le (div_pos hx hb0) hp.1, by linarith⟩

/-- One self-consistent step moves a positive magnetization other than `p` strictly towards the
spontaneous magnetization `p` without reaching or crossing it. -/
theorem step_towards {b p m : ℝ} (h : IsSpontaneous b p) (hm : 0 < m) :
    (m < p → m < Real.tanh (b * m) ∧ Real.tanh (b * m) < p) ∧
    (p < m → p < Real.tanh (b * m) ∧ Real.tanh (b * m) < m) := by
  have hb : 0 < b := by linarith [(exists_spontaneous_iff b).1 ⟨p, h⟩]
  have hbm := mul_pos hb hm
  have hbp := mul_pos hb h.1
  constructor
  · intro hlt
    have hlt' := mul_lt_mul_of_pos_left hlt hb
    have h1 : Real.tanh (b * p) / (b * p) < Real.tanh (b * m) / (b * m) :=
      tanh_div_strictAntiOn hbm hbp hlt'
    have h2 := tanh_strictMono hlt'
    rw [← h.2] at h1 h2
    rw [div_lt_div_iff₀ hbp hbm] at h1
    exact ⟨lt_of_mul_lt_mul_right (by linarith : m * (b * p) < _ * (b * p)) hbp.le, h2⟩
  · intro hlt
    have hlt' := mul_lt_mul_of_pos_left hlt hb
    have h1 : Real.tanh (b * m) / (b * m) < Real.tanh (b * p) / (b * p) :=
      tanh_div_strictAntiOn hbp hbm hlt'
    have h2 := tanh_strictMono hlt'
    rw [← h.2] at h1 h2
    rw [div_lt_div_iff₀ hbm hbp] at h1
    exact ⟨h2, lt_of_mul_lt_mul_right (by linarith : _ * (b * p) < m * (b * p)) hbp.le⟩

/-- Iterates started at a positive value below the spontaneous magnetization `p` strictly increase
and stay below it; iterates started above `p` strictly decrease and stay above it. -/
theorem iterate_monotone {b p m₀ : ℝ} (h : IsSpontaneous b p) (hm : 0 < m₀) :
    (m₀ < p → StrictMono (iterate b m₀) ∧ ∀ n, iterate b m₀ n < p) ∧
    (p < m₀ → StrictAnti (iterate b m₀) ∧ ∀ n, p < iterate b m₀ n) := by
  constructor
  · intro hlt
    have key : ∀ n, 0 < iterate b m₀ n ∧ iterate b m₀ n < p := by
      intro n
      induction n with
      | zero => exact ⟨hm, hlt⟩
      | succ n ih =>
        have hs := (step_towards h ih.1).1 ih.2
        exact ⟨ih.1.trans hs.1, hs.2⟩
    exact ⟨strictMono_nat_of_lt_succ fun n =>
      ((step_towards h (key n).1).1 (key n).2).1, fun n => (key n).2⟩
  · intro hlt
    have key : ∀ n, p < iterate b m₀ n := by
      intro n
      induction n with
      | zero => exact hlt
      | succ n ih => exact ((step_towards h (h.1.trans ih)).2 ih).1
    exact ⟨strictAnti_nat_of_succ_lt fun n =>
      ((step_towards h (h.1.trans (key n))).2 (key n)).2, key⟩

/-- From any positive start other than `p`, the self-consistent iterates converge to the
spontaneous magnetization `p` without ever reaching it, and the ratio of successive errors
tends to `b (1 - p²)`, which lies strictly between 0 and 1. -/
theorem ordered_phase_convergence {b p m₀ : ℝ} (h : IsSpontaneous b p) (hm : 0 < m₀)
    (hne : m₀ ≠ p) :
    Tendsto (iterate b m₀) atTop (𝓝 p) ∧ (∀ n, iterate b m₀ n ≠ p) ∧
    Tendsto (fun n => (iterate b m₀ (n + 1) - p) / (iterate b m₀ n - p)) atTop
      (𝓝 (b * (1 - p ^ 2))) ∧
    0 < b * (1 - p ^ 2) ∧ b * (1 - p ^ 2) < 1 := by
  have hb : 0 < b := by linarith [(exists_spontaneous_iff b).1 ⟨p, h⟩]
  -- a positive limit is a fixed point, and `p` is the only positive one
  have hlim : ∀ L, 0 < L → Tendsto (iterate b m₀) atTop (𝓝 L) → L = p := by
    intro L hL ht
    have h1 : Tendsto (fun n => iterate b m₀ (n + 1)) atTop (𝓝 L) :=
      (tendsto_add_atTop_iff_nat 1).2 ht
    have h2 : Tendsto (fun n => iterate b m₀ (n + 1)) atTop (𝓝 (Real.tanh (b * L))) :=
      (hasDerivAt_tanh (b * L)).continuousAt.tendsto.comp (ht.const_mul b)
    have hfix := tendsto_nhds_unique h1 h2
    rcases lt_trichotomy L p with hlt | heq | hgt
    · linarith [((step_towards h hL).1 hlt).1]
    · exact heq
    · linarith [((step_towards h hL).2 hgt).2]
  have hconv : Tendsto (iterate b m₀) atTop (𝓝 p) ∧ ∀ n, iterate b m₀ n ≠ p := by
    rcases lt_or_gt_of_ne hne with hlt | hgt
    · obtain ⟨hmono, hbd⟩ := (iterate_monotone h hm).1 hlt
      have ht := tendsto_atTop_ciSup hmono.monotone
        ⟨p, by rintro _ ⟨n, rfl⟩; exact (hbd n).le⟩
      have hL := ge_of_tendsto' ht fun n => hmono.monotone (Nat.zero_le n)
      have hLp := hlim _ (lt_of_lt_of_le hm hL) ht
      rw [hLp] at ht
      exact ⟨ht, fun n => (hbd n).ne⟩
    · obtain ⟨hanti, hbd⟩ := (iterate_monotone h hm).2 hgt
      have ht := tendsto_atTop_ciInf hanti.antitone
        ⟨p, by rintro _ ⟨n, rfl⟩; exact (hbd n).le⟩
      have hL := ge_of_tendsto' ht fun n => (hbd n).le
      have hLp := hlim _ (lt_of_lt_of_le h.1 hL) ht
      rw [hLp] at ht
      exact ⟨ht, fun n => (hbd n).ne'⟩
  refine ⟨hconv.1, hconv.2, ?_, ?_, ?_⟩
  · -- the error ratio is a difference quotient of the update at `p`
    have hd : HasDerivAt (fun m => Real.tanh (b * m)) (b * (1 - p ^ 2)) p := by
      have h1 := HasDerivAt.comp p (hasDerivAt_tanh (b * p))
        ((hasDerivAt_id' p).const_mul b)
      rw [← h.2] at h1
      exact h1.congr_deriv (by ring)
    have hs := (hasDerivAt_iff_tendsto_slope.1 hd).comp
      (tendsto_nhdsWithin_iff.2 ⟨hconv.1, Eventually.of_forall hconv.2⟩)
    refine hs.congr fun n => ?_
    rw [Function.comp_apply, slope_def_field]
    change (Real.tanh (b * iterate b m₀ n) - Real.tanh (b * p)) / (iterate b m₀ n - p) =
      (Real.tanh (b * iterate b m₀ n) - p) / (iterate b m₀ n - p)
    rw [← h.2]
  · have h1 := tanh_sq_lt_one (b * p)
    rw [← h.2] at h1
    exact mul_pos hb (by linarith)
  · have h1 := response_lt (mul_pos hb h.1)
    rw [← h.2] at h1
    exact lt_of_mul_lt_mul_right (by linarith : b * (1 - p ^ 2) * p < 1 * p) h.1.le

end IsingMeanField
```

```lean
#print axioms IsingMeanField.ordered_phase_convergence
-- 'IsingMeanField.ordered_phase_convergence' depends on axioms: [propext, Classical.choice, Quot.sound]
```

## Convergence and its rate

Write $m_n$ for `iterate b m₀ n`, so that $m_{n+1}=\tanh(bm_n)$. The theorem `ordered_phase_convergence` takes a spontaneous magnetization $p$, expressed by `IsSpontaneous b p`, and a start $m_0>0$ with $m_0\neq p$. It concludes that $m_n\to p$, that no $m_n$ equals $p$, and that

$$\frac{m_{n+1}-p}{m_n-p}\longrightarrow r=b(1-p^2),\qquad 0<r<1.$$

Since no iterate equals $p$, these ratios of signed errors never have a zero denominator. The condition $b>1$ is not a separate hypothesis: `exists_spontaneous_iff` proves that a spontaneous magnetization exists exactly when $b>1$.

## One magnetization for all spins

Each spin feels the average magnetization of the others, and $\tanh x$ is its thermal response to a field $x$ measured in units of $k_BT$. The model has one uniform magnetization and no external field, and it neglects correlated fluctuations. Its $T_c$ is therefore the mean-field value, not the exact critical temperature of a lattice. The iteration is unmixed: each output becomes the next input unchanged. A start above 1 is unphysical but allowed. The start $m_0=0$ is excluded, and it would stay at zero.

## Why the iterates approach $p$ from one side

Since $\cosh^2x=1+\sinh^2x$, the derivative $\tanh' x=1-\tanh^2x=1/\cosh^2x$ is positive, so $\tanh$ is strictly increasing. For $x>0$ we have $x<\sinh x\le\sinh x\cosh x$. Dividing by $\cosh^2x$ gives `response_lt`:

$$x(1-\tanh^2x)<\tanh x.$$

Hence

$$\left(\frac{\tanh x}{x}\right)'=\frac{x(1-\tanh^2x)-\tanh x}{x^2}<0,$$

which is how `tanh_div_strictAntiOn` shows that $\tanh x/x$ strictly decreases for $x>0$.

For existence, let $b>1$ and choose $x>0$ with $\cosh x=b$. Then $\tanh x=\sinh x/b>x/b$, so $\tanh(bm)-m$ is positive at $m=x/b$. It is negative at $m=1$, and the intermediate value theorem supplies a zero $p>0$. Conversely, if $p=\tanh(bp)>0$, then $bp>0$. The derivative of $x-\tanh x$ is $\tanh^2x$, which is positive for $x>0$, so $\tanh x<x$ there. Thus $p<bp$, and $b>1$.

Now let $0<m<p$. The decreasing quotient gives

$$\frac{\tanh(bm)}{bm}>\frac{\tanh(bp)}{bp}=\frac1b,$$

so $\tanh(bm)>m$, while monotonicity gives $\tanh(bm)<\tanh(bp)=p$. For $m>p$ both inequalities reverse. This is `step_towards`, and induction turns it into `iterate_monotone`: the sequence moves strictly towards $p$ and never crosses it.

A bounded monotone sequence has a limit $L$. Here $L\ge m_0>0$ for a start below $p$, and $L\ge p>0$ for a start above. Continuity gives $L=\tanh(bL)$. If $L$ differed from $p$, `step_towards` would make $\tanh(bL)$ differ from $L$; hence $L=p$.

## The rate as a slope

Because $p=\tanh(bp)$, the error ratio is a difference quotient:

$$\frac{m_{n+1}-p}{m_n-p}=\frac{\tanh(bm_n)-\tanh(bp)}{m_n-p}.$$

As $m_n\to p$ with $m_n\ne p$, it tends to the derivative of $\tanh(bm)$ at $m=p$, namely $b(1-\tanh^2(bp))=r$. Lean makes this step with `hasDerivAt_iff_tendsto_slope`. The limit is positive because $b>0$ and $p^2<1$. Putting $x=bp$ in `response_lt` gives $bp(1-p^2)<p$, and dividing by $p$ gives $r<1$.

## Stopping the loop near the critical point

Suppose a program for this one-parameter model stops the loop when $|m_{n+1}-m_n|$ falls below a tolerance. Late in the iteration the remaining error is about $r/(1-r)$ times that change, so a small change can hide a much larger error when $r$ is near 1. This happens close to the critical point: for $b=1+\varepsilon$ with small $\varepsilon>0$, expanding the tanh gives $p^2\approx3\varepsilon$ and $r\approx1-2\varepsilon$. Once the error is small compared with $p$ itself, reducing it by a further factor $e$ then takes about $1/(2\varepsilon)$ steps. These estimates are leading-order consequences drawn here by hand, not theorems of the Lean code.
